# Idempotency error of the SP2 steps X² and 2X − X², and the trace-correcting rule

## Question

In an SP2 purification loop I hold a trial density matrix X with spectrum in [0, 1], form X², compare Tr X with the number N of occupied orbitals, and replace X by X² if the trace is too large and by 2X − X² otherwise. I monitor progress through the idempotency error E = X − X². The claim I rely on is that, in any ring, Y = X² and Z = 2X − X² satisfy

Y − Y² = E X (1 + X)

Z − Z² = E (1 − X)(2 − X)

Z = 1 − (1 − X)²

Can this be stated and proved in Lean 4 with Mathlib? I would also like to see what follows for a sequence of steps, and whether the trace rule keeps 0 ≤ X ≤ 1 and picks the better of the two candidates.

## Answer

### Modelling choices

The three identities hold as posed. They bear on electronic structure because the zero-temperature density matrix of an independent-particle (mean-field) model with N occupied orbitals, written in a finite orthonormal basis and with a gap between the occupied and the empty levels, is a projector of trace N, and E = 0 is exactly the condition X² = X.

The algebra is stated for an element X of an arbitrary `Ring R`, which is associative with a unit but need not be commutative; the numeral 2 means 1 + 1. The definitions `idemErr X`, `down X` and `up X` are E, Y and Z. A choice of step is a Boolean flag b: `step b X` is Z for `true` and Y for `false`, and `factor b X` is the matching multiplier, (1 − X)(2 − X) or X(1 + X). For a list `l` of flags, `run l X` applies the steps starting from the head of the list, and `gain l X` multiplies the factors in the same order, earliest on the left.

The trace correction needs an order and a trace, so there X is a complex matrix indexed by a finite type `n`. The predicate `InUnitInterval X` says that X and 1 − X are positive semidefinite, written 0 ≤ X ≤ 1; Mathlib's `PosSemidef` includes hermiticity. The occupation `occ X` is Re Tr X, with no spin factor. The rule `tcStep N X` returns Y when `N < occ X` and Z otherwise, so a tie goes to Z, and the target N is any real number.

### Derivation by hand

Polynomials in the single element X commute with one another, so ordinary factoring is allowed. First,

Y = X − E,  Z = X + E,  E = X(1 − X).

For the squaring step,

Y − Y² = X²(1 − X²) = X(1 − X) · X(1 + X) = E X (1 + X).

For the other step, 1 − (1 − X)² = 2X − X² = Z, so 1 − Z = (1 − X)². With Z = X(2 − X),

Z − Z² = Z(1 − Z) = X(2 − X)(1 − X)² = E (1 − X)(2 − X).

Now apply the two different steps in succession. Squaring first and then applying the second formula to Y gives the error

(Y − Y²)(1 − Y)(2 − Y) = E X(1 + X) · (1 − X)(1 + X) · (2 − X²) = E² (1 + X)² (2 − X²).

In the opposite order, the first formula applied to Z, with 1 + Z = 2 − (1 − X)², gives

(Z − Z²) Z (1 + Z) = E (1 − X)(2 − X) · X(2 − X) · (1 + Z) = E² (2 − X)² (2 − (1 − X)²).

For flags b₁, …, bₘ put X₀ = X, let Xⱼ be step bⱼ applied to Xⱼ₋₁, and let f(b, ·) be the one-step factor. Using the one-step formulas m times,

Xₘ − Xₘ² = E · f(b₁, X₀) · f(b₂, X₁) ⋯ f(bₘ, Xₘ₋₁),

where the empty product for m = 0 is 1.

Now let X be a matrix with 0 ≤ X ≤ 1. Since X + (1 − X) = 1,

E = E X + E (1 − X) = X(1 − X)X + (1 − X)X(1 − X).

If A ≥ 0 then BᴴAB ≥ 0 for any matrix B, with ᴴ the conjugate transpose. Both X and 1 − X are Hermitian, so each term has this form and E ≥ 0. The four bounds on the new matrices follow:

Y = XᴴX ≥ 0,  1 − Y = (1 − X) + E ≥ 0,

Z = X + E ≥ 0,  1 − Z = (1 − X)ᴴ(1 − X) ≥ 0.

Whichever branch the rule takes, the bounds survive, and so they hold for every iterate.

Let d = Re Tr X − N and e = Re Tr E, where e ≥ 0 because E ≥ 0. Linearity of the trace gives Re Tr Y − N = d − e and Re Tr Z − N = d + e. If d > 0, then |d − e| ≤ d + e = |d + e|, so Y is at least as near to N as Z. If d ≤ 0, then |d + e| ≤ −d + e = |d − e|, so Z is at least as near as Y.

### The Lean file

```lean
import Mathlib

open Matrix
open scoped ComplexOrder

namespace SP2Purification

noncomputable section

section Algebra

variable {R : Type*} [Ring R]

/-- Idempotency error `E = X - X²` of a trial density operator. -/
def idemErr (X : R) : R := X - X ^ 2

/-- The SP2 step `X ↦ X²`. -/
def down (X : R) : R := X ^ 2

/-- The SP2 step `X ↦ 2X - X²`. -/
def up (X : R) : R := 2 * X - X ^ 2

/-- One SP2 step selected by a flag: `2X - X²` for `true`, `X²` for `false`. -/
def step : Bool → R → R
  | true, X => up X
  | false, X => down X

/-- The one-step error factor: `(1 - X)(2 - X)` for `true`, `X(1 + X)` for `false`. -/
def factor : Bool → R → R
  | true, X => (1 - X) * (2 - X)
  | false, X => X * (1 + X)

/-- The result of a finite sequence of SP2 steps, applied from the head of the list. -/
def run : List Bool → R → R
  | [], X => X
  | b :: l, X => run l (step b X)

/-- The ordered product of the one-step error factors along a sequence of SP2 steps. -/
def gain : List Bool → R → R
  | [], _ => 1
  | b :: l, X => factor b X * gain l (step b X)

/-- The two SP2 steps subtract or add the idempotency error: `X² = X - E` and
`2X - X² = X + E`. -/
theorem step_eq_shift (X : R) : down X = X - idemErr X ∧ up X = X + idemErr X := by
  unfold down up idemErr
  constructor <;> noncomm_ring

/-- With `E = X - X²`, the step `Y = X²` has error `E X (1 + X)`, the step `Z = 2X - X²` has
error `E (1 - X)(2 - X)`, and `Z = 1 - (1 - X)²`. -/
theorem sp2_identities (X : R) :
    idemErr (down X) = idemErr X * X * (1 + X) ∧
    idemErr (up X) = idemErr X * (1 - X) * (2 - X) ∧
    up X = 1 - (1 - X) ^ 2 := by
  unfold down up idemErr
  refine ⟨?_, ?_, ?_⟩ <;> noncomm_ring

/-- After the two different steps in either order the idempotency error carries a factor `E²`:
it is `E² (1 + X)² (2 - X²)` or `E² (2 - X)² (2 - (1 - X)²)`. -/
theorem idemErr_pair (X : R) :
    idemErr (up (down X)) = idemErr X ^ 2 * (1 + X) ^ 2 * (2 - X ^ 2) ∧
    idemErr (down (up X)) = idemErr X ^ 2 * (2 - X) ^ 2 * (2 - (1 - X) ^ 2) := by
  unfold down up idemErr
  constructor <;> noncomm_ring

/-- After any finite sequence of SP2 steps the idempotency error is the initial error times
the ordered product of the one-step factors. -/
theorem idemErr_run (l : List Bool) (X : R) :
    idemErr (run l X) = idemErr X * gain l X := by
  induction l generalizing X with
  | nil => simp [run, gain]
  | cons b l ih =>
    -- the first step contributes its factor, the rest is the induction hypothesis
    have h : idemErr (step b X) = idemErr X * factor b X := by
      cases b
      · change idemErr (down X) = idemErr X * (X * (1 + X))
        rw [(sp2_identities X).1, mul_assoc]
      · change idemErr (up X) = idemErr X * ((1 - X) * (2 - X))
        rw [(sp2_identities X).2.1, mul_assoc]
    simp only [run, gain]
    rw [ih, h, mul_assoc]

/-- The idempotency error splits as `E = X (1 - X) X + (1 - X) X (1 - X)`. -/
theorem idemErr_split (X : R) :
    idemErr X = X * (1 - X) * X + (1 - X) * X * (1 - X) := by
  unfold idemErr
  noncomm_ring

end Algebra

section TraceCorrection

variable {n : Type*} [Fintype n] [DecidableEq n]

/-- The operator bounds `0 ≤ X ≤ 1`: both `X` and `1 - X` are positive semidefinite. -/
def InUnitInterval (X : Matrix n n ℂ) : Prop := X.PosSemidef ∧ (1 - X).PosSemidef

/-- The occupation of `X`: the real part of its trace. -/
def occ (X : Matrix n n ℂ) : ℝ := (trace X).re

/-- The trace-correcting step for target occupation `N`: `X²` if the occupation exceeds `N`,
otherwise `2X - X²`. -/
def tcStep (N : ℝ) (X : Matrix n n ℂ) : Matrix n n ℂ :=
  if N < occ X then down X else up X

/-- For `0 ≤ X ≤ 1` the idempotency error is positive semidefinite. -/
theorem idemErr_posSemidef {X : Matrix n n ℂ} (h : InUnitInterval X) :
    (idemErr X).PosSemidef := by
  have hX : Xᴴ = X := h.1.isHermitian.eq
  have hY : (1 - X)ᴴ = 1 - X := h.2.isHermitian.eq
  -- each term of the splitting is a congruence transform of a positive matrix
  have h1 := h.2.conjTranspose_mul_mul_same X
  have h2 := h.1.conjTranspose_mul_mul_same (1 - X)
  rw [hX] at h1
  rw [hY] at h2
  rw [idemErr_split]
  exact h1.add h2

/-- Both SP2 steps preserve the bounds `0 ≤ X ≤ 1`. -/
theorem steps_inUnitInterval {X : Matrix n n ℂ} (h : InUnitInterval X) :
    InUnitInterval (down X) ∧ InUnitInterval (up X) := by
  have hE := idemErr_posSemidef h
  have hX : Xᴴ = X := h.1.isHermitian.eq
  have hY : (1 - X)ᴴ = 1 - X := h.2.isHermitian.eq
  have sX := Matrix.posSemidef_conjTranspose_mul_self X
  have sY := Matrix.posSemidef_conjTranspose_mul_self (1 - X)
  rw [hX] at sX
  rw [hY] at sY
  refine ⟨⟨?_, ?_⟩, ?_, ?_⟩
  · unfold down
    rw [pow_two]
    exact sX
  · -- `1 - X² = (1 - X) + E`
    have e : 1 - down X = (1 - X) + idemErr X := by
      rw [(step_eq_shift X).1]
      abel
    rw [e]
    exact h.2.add hE
  · rw [(step_eq_shift X).2]
    exact h.1.add hE
  · -- `1 - Z = (1 - X)²`
    rw [(sp2_identities X).2.2, sub_sub_cancel, pow_two]
    exact sY

/-- For `0 ≤ X ≤ 1` the step `X²` lowers and the step `2X - X²` raises the occupation by the
same amount `Re Tr E`, which is nonnegative. -/
theorem occ_steps {X : Matrix n n ℂ} (h : InUnitInterval X) :
    occ (down X) = occ X - occ (idemErr X) ∧ occ (up X) = occ X + occ (idemErr X) ∧
    0 ≤ occ (idemErr X) := by
  have hE := idemErr_posSemidef h
  have ht : 0 ≤ trace (idemErr X) := hE.trace_nonneg
  refine ⟨?_, ?_, ?_⟩
  · rw [(step_eq_shift X).1]
    simp only [occ, trace_sub, Complex.sub_re]
  · rw [(step_eq_shift X).2]
    simp only [occ, trace_add, Complex.add_re]
  · have h0 := (Complex.le_def.mp ht).1
    rw [Complex.zero_re] at h0
    exact h0

/-- For `0 ≤ X ≤ 1` the occupation error of the trace-correcting step is the smaller of the
occupation errors of `X²` and `2X - X²`. -/
theorem tcStep_closest (N : ℝ) {X : Matrix n n ℂ} (h : InUnitInterval X) :
    |occ (tcStep N X) - N| = min |occ (down X) - N| |occ (up X) - N| := by
  obtain ⟨hd, hu, he⟩ := occ_steps h
  unfold tcStep
  split_ifs with hN
  · -- occupation too large: subtracting `Tr E` lands at least as close as adding it
    symm
    apply min_eq_left
    rcases abs_cases (occ (down X) - N) with ⟨h1, h2⟩ | ⟨h1, h2⟩ <;>
      rcases abs_cases (occ (up X) - N) with ⟨h3, h4⟩ | ⟨h3, h4⟩ <;> linarith
  · have hN' := not_lt.mp hN
    symm
    apply min_eq_right
    rcases abs_cases (occ (down X) - N) with ⟨h1, h2⟩ | ⟨h1, h2⟩ <;>
      rcases abs_cases (occ (up X) - N) with ⟨h3, h4⟩ | ⟨h3, h4⟩ <;> linarith

/-- Every iterate of the trace-correcting step started from `0 ≤ X ≤ 1` obeys the same
bounds. -/
theorem tcStep_iterate_inUnitInterval (N : ℝ) {X : Matrix n n ℂ} (h : InUnitInterval X)
    (k : ℕ) : InUnitInterval ((tcStep N)^[k] X) := by
  induction k with
  | zero => exact h
  | succ k ih =>
    rw [Function.iterate_succ_apply']
    generalize (tcStep N)^[k] X = W at ih ⊢
    unfold tcStep
    split_ifs
    · exact (steps_inUnitInterval ih).1
    · exact (steps_inUnitInterval ih).2

end TraceCorrection

/-- A non-diagonal two-level trial density matrix. -/
def sampleX : Matrix (Fin 2) (Fin 2) ℂ := !![1 / 2, 7 / 50; 7 / 50, 1 / 2]

/-- The matrix `sampleX` obeys `0 ≤ X ≤ 1` and has nonzero idempotency error. -/
theorem inUnitInterval_witness : InUnitInterval sampleX ∧ idemErr sampleX ≠ 0 := by
  have c7 : (starRingEnd ℂ) 7 = 7 := by apply Complex.ext <;> simp
  have c10 : (starRingEnd ℂ) 10 = 10 := by apply Complex.ext <;> simp
  -- explicit square roots of `X` and `1 - X`
  have e1 : sampleX = (!![7 / 10, 1 / 10; 1 / 10, 7 / 10] : Matrix (Fin 2) (Fin 2) ℂ)ᴴ *
      (!![7 / 10, 1 / 10; 1 / 10, 7 / 10] : Matrix (Fin 2) (Fin 2) ℂ) := by
    ext i j
    fin_cases i <;> fin_cases j <;>
      simp [sampleX, Matrix.mul_apply, Fin.sum_univ_two, c7, c10] <;> norm_num [c7, c10]
  have e2 : 1 - sampleX =
      (!![7 / 10, -(1 / 10); -(1 / 10), 7 / 10] : Matrix (Fin 2) (Fin 2) ℂ)ᴴ *
      (!![7 / 10, -(1 / 10); -(1 / 10), 7 / 10] : Matrix (Fin 2) (Fin 2) ℂ) := by
    ext i j
    fin_cases i <;> fin_cases j <;>
      simp [sampleX, Matrix.mul_apply, Fin.sum_univ_two, c7, c10] <;>
      norm_num [c7, c10]
  refine ⟨⟨?_, ?_⟩, ?_⟩
  · rw [e1]
    exact Matrix.posSemidef_conjTranspose_mul_self _
  · rw [e2]
    exact Matrix.posSemidef_conjTranspose_mul_self _
  · intro h
    have h00 := congrFun (congrFun h 0) 0
    norm_num [idemErr, pow_two, sampleX, Matrix.mul_apply, Fin.sum_univ_two] at h00

end

end SP2Purification
```

```lean
#print axioms SP2Purification.idemErr_pair
#print axioms SP2Purification.idemErr_run
#print axioms SP2Purification.tcStep_closest
#print axioms SP2Purification.tcStep_iterate_inUnitInterval
```

```
'SP2Purification.idemErr_pair' depends on axioms: [propext, Quot.sound]
'SP2Purification.idemErr_run' depends on axioms: [propext, Quot.sound]
'SP2Purification.tcStep_closest' depends on axioms: [propext, Classical.choice, Quot.sound]
'SP2Purification.tcStep_iterate_inUnitInterval' depends on axioms: [propext, Classical.choice, Quot.sound]
```

### The statements and their proofs

The theorem `sp2_identities` is the claim of the question, for every X in every ring. Together with `step_eq_shift` (Y = X − E, Z = X + E), `idemErr_pair` (the two E² formulas) and `idemErr_split` (the splitting of E), it is proved by unfolding the definitions and calling `noncomm_ring`. That tactic multiplies both sides out and compares them without assuming commutativity, where the derivation above factors instead. In `idemErr_pair` the term `up (down X)` means squaring first.

The theorem `idemErr_run` states `idemErr (run l X) = idemErr X * gain l X`. The induction on `l` generalises X, because the tail of the list starts from `step b X` and not from X. The auxiliary step `h` splits on the flag and reads the one-step formula off `sp2_identities`; the induction hypothesis and associativity then assemble the product.

In `idemErr_posSemidef`, the lemma `conjTranspose_mul_mul_same` supplies BᴴAB ≥ 0, once with A = 1 − X, B = X and once with the roles exchanged. The equations `hX` and `hY` remove the conjugate transposes, and the two terms are added. The four goals of `steps_inUnitInterval` are the four displayed bounds in the same order, with `sX` and `sY` giving X² ≥ 0 and (1 − X)² ≥ 0.

The theorem `occ_steps` gives the shifts by ∓e and the sign of e. The shifts use only the linearity of the trace. The sign comes from `trace_nonneg`, an inequality between complex numbers in the order opened by `ComplexOrder`, from which the real part is extracted. The theorem `tcStep_closest` says that the occupation error of the chosen step equals the minimum of the errors of Y and Z. Its proof splits on `N < occ X`, resolves both absolute values by sign with `abs_cases`, and closes the four linear cases of each branch with `linarith`. Finally, `tcStep_iterate_inUnitInterval` is the induction on the number k of iterations, `(tcStep N)^[k] X` being the k-fold application of the rule.

### A two-level instance

The matrix `sampleX` has 1/2 on the diagonal and 7/50 off it. The theorem `inUnitInterval_witness` shows 0 ≤ X ≤ 1 by writing X = BᴴB with B having 7/10 on the diagonal and 1/10 off it, and 1 − X likewise with −1/10. It shows E ≠ 0 from the (0, 0) entry.

The following numbers are ordinary arithmetic for this matrix and were not passed through Lean. The eigenvalues are 0.64 and 0.36, with eigenvectors (1, 1)/√2 and (1, −1)/√2. The square X² has 0.2696 on the diagonal and 0.14 off it, so E = 0.2304 · 1 and e = 0.4608. Take N = 1. Then Tr X = 1 is a tie: Tr Y = 0.5392 and Tr Z = 1.4608 are both 0.4608 away from N, and the rule takes Z, with eigenvalues 0.8704 and 0.5904. The errors agree with E(1 − X)(2 − X):

0.8704 · 0.1296 = 0.2304 · 0.36 · 1.36 = 0.11280384

0.5904 · 0.4096 = 0.2304 · 0.64 · 1.64 = 0.24182784

The trace now exceeds 1, so the rule squares, giving eigenvalues 0.75759616 and 0.34857216 and trace 1.10616832. For the eigenvector (1, 1)/√2, whose initial eigenvalue is 0.64, the pair formula gives 0.2304² · 1.36² · 1.8704 ≈ 0.18364, which matches 0.75759616 · 0.24240384.

### What the theorems leave open

The instance marks two limits. A single step can enlarge the error of a level, here from 0.2304 to about 0.2418. And `tcStep_closest` compares the two candidates with each other and not with X, so it does not exclude a step away from the target: here the first step moved the trace from 1 to 1.4608.

No theorem states that the iterates converge, that a limit has trace N, or how many steps a given spectral gap requires. The factor E² in `idemErr_pair` is an algebraic identity with no norm estimate attached, and nothing says that the trace rule alternates between the two steps. The bound 0 ≤ X ≤ 1 on the starting matrix is assumed, not derived from a Hamiltonian. Arithmetic is exact, so the dropping of small matrix elements in linear-scaling work is not modelled, and the order and trace results are restricted to finite matrices.
